# The Hermite integral recurrence for any smooth kernel of the squared distance

A Hermite integral is taken here to be a derivative of a known function of position, not an integral over Gaussian charge clouds. In the McMurchie–Davidson scheme for molecular integrals, the integration over spherical Gaussians leaves a function $G$ of one variable $T=p(X^2+Y^2+Z^2)$. This function $G$, not the interaction itself, is called the kernel here. Here $p$ is an exponent and $(X,Y,Z)$ is the vector between two centres. For the Coulomb attraction of a Gaussian charge to a nucleus, $G$ is the Boys function $F_0(T)=\int_0^1 e^{-Tw^2}\,dw$, up to a prefactor. The derivation starts from $G$ and assumes only that it is a smooth function on the real line. The reduction of a particular interaction to its $G$ is an input.

```lean
import Mathlib

open scoped ContDiff

namespace HermiteIntegralRecurrence

noncomputable section
```

## Auxiliary functions and Hermite integrals

For a natural number $m$, the auxiliary function of order $m$ is

$$G_m(T)=\Big(-\frac{d}{dT}\Big)^m G(T)=(-1)^m G^{(m)}(T).$$

For $G=F_0$ these are the higher Boys functions $F_m$. In Lean, `iteratedDeriv m G` is the $m$-th derivative $G^{(m)}$.

```lean
/-- The auxiliary function `G_m = (-d/dT)^m G` of a kernel `G`. -/
def kernelDeriv (G : ℝ → ℝ) (m : ℕ) (T : ℝ) : ℝ :=
  (-1) ^ m * iteratedDeriv m G T
```

Let $s$ denote a squared distance. The scaled function

$$K_m(s)=(-2p)^m\,G_m(ps)$$

includes one factor $-2p$ for each order, because differentiation in a coordinate gives $\frac{d}{dx}G_m(px^2)=-2p\,x\,G_{m+1}(px^2)$.

```lean
/-- The scaled auxiliary function `(-2p)^m G_m(p s)` of the squared distance `s`. -/
def radialKernel (G : ℝ → ℝ) (p : ℝ) (m : ℕ) (s : ℝ) : ℝ :=
  (-2 * p) ^ m * kernelDeriv G m (p * s)
```

The Hermite integral with orders $t,u,v$ along the three axes is

$$R(t,u,v,m)=\partial_x^t\,\partial_y^u\,\partial_z^v\,K_m(x^2+y^2+z^2)\Big|_{(X,Y,Z)}.$$

The definition fixes the order of differentiation: $z$ is innermost and $x$ outermost. It also leaves out the constant prefactor of the physical integral, which multiplies every term of the recurrence equally.

```lean
/-- The Hermite integral `R(t,u,v,m)` at `(X,Y,Z)`: the `t`-th, `u`-th and `v`-th derivatives
along the three axes of `(-2p)^m G_m(p (x² + y² + z²))`. -/
def hermiteIntegral (G : ℝ → ℝ) (p : ℝ) (t u v m : ℕ) (X Y Z : ℝ) : ℝ :=
  iteratedDeriv t (fun x => iteratedDeriv u (fun y => iteratedDeriv v
    (fun z => radialKernel G p m (x ^ 2 + y ^ 2 + z ^ 2)) Z) Y) X
```

## One property of the kernel is enough

The recurrence uses only how consecutive members of the family $K_m$ are related. Call a family $B_m$ of functions of $s$ a ladder if

$$B_m'(s)=\tfrac12 B_{m+1}(s)\qquad\text{for all } m \text{ and } s.$$

`HasDerivAt` states both that the derivative exists and what it equals, so a ladder consists of differentiable functions.

```lean
/-- A ladder of functions of the squared distance: the derivative of each member is half
the next member. -/
def IsLadder (B : ℕ → ℝ → ℝ) : Prop :=
  ∀ m s, HasDerivAt (B m) (B (m + 1) s / 2) s
```

To differentiate along one axis, hold the squared distance $s$ along the other axes fixed and write

$$D_t^x B_m(s)=\frac{d^t}{d\xi^t}\,B_m(s+\xi^2)\Big|_{\xi=x}.$$

The superscript $x$ is the coordinate at which the derivative is evaluated. The result is again a family indexed by $m$ and depending on $s$, so the operation can be repeated along another axis.

```lean
/-- The `t`-th derivative along one axis, at coordinate `x`, of `B m (s + x²)`, where `s` is the
squared distance along the other axes. -/
def axisDeriv (t : ℕ) (x : ℝ) (B : ℕ → ℝ → ℝ) (m : ℕ) (s : ℝ) : ℝ :=
  iteratedDeriv t (fun ξ => B m (s + ξ ^ 2)) x
```

A simple ladder has all its members equal to $e^{s/2}$, since differentiation gives $\tfrac12e^{s/2}$. It is the family $K_m$ for $G(T)=e^{-T}$ and $p=-\tfrac12$. This negative $p$ is not a physical exponent; the example only shows that the definition can be met.

```lean
variable {A B C : ℕ → ℝ → ℝ}

/-- The family whose members are all `exp(s/2)` is a ladder. -/
theorem isLadder_witness : IsLadder (fun _ s => Real.exp (s / 2)) := by
  intro m s
  exact (((hasDerivAt_id' s).div_const 2).exp).congr_deriv (by ring)
```

Every smooth kernel gives a ladder. Since $G_m'=-G_{m+1}$, the chain rule yields

$$K_m'(s)=(-2p)^m\,p\,G_m'(ps)=-p\,(-2p)^m\,G_{m+1}(ps)=\tfrac12 K_{m+1}(s).$$

In the proof, `h1` differentiates $G^{(m)}$, which is where smoothness enters, and `h2` composes it with $s\mapsto ps$. The sign of $p$ plays no part.

```lean
/-- For a smooth kernel `G`, the functions `(-2p)^m G_m(p s)` form a ladder. -/
theorem isLadder_radialKernel {G : ℝ → ℝ} (hG : ContDiff ℝ ∞ G) (p : ℝ) :
    IsLadder (radialKernel G p) := by
  intro m s
  have hdiff : Differentiable ℝ (iteratedDeriv m G) :=
    hG.differentiable_iteratedDeriv m (by exact_mod_cast ENat.natCast_lt_top m)
  have h1 : HasDerivAt (iteratedDeriv m G) (iteratedDeriv (m + 1) G (p * s)) (p * s) := by
    rw [iteratedDeriv_succ]
    exact (hdiff _).hasDerivAt
  have hq : HasDerivAt (fun r : ℝ => p * r) p s := by
    simpa using (hasDerivAt_id' s).const_mul p
  -- the chain rule supplies the factor `p`
  have h2 := (HasDerivAt.comp s h1 hq).const_mul ((-2 * p) ^ m * (-1) ^ m)
  have e : radialKernel G p m =
      fun r => (-2 * p) ^ m * (-1) ^ m * iteratedDeriv m G (p * r) := by
    funext r
    simp only [radialKernel, kernelDeriv]
    ring
  rw [e]
  refine h2.congr_deriv ?_
  simp only [radialKernel, kernelDeriv]
  ring
```

## The recurrence along one axis

One more order of differentiation is one more derivative in the coordinate:

$$D_{t+1}^x B_m(s)=\frac{d}{dx}D_t^x B_m(s).$$

```lean
/-- Raising the order of an axis derivative by one is one more differentiation in the
coordinate. -/
theorem axisDeriv_succ (t : ℕ) (x : ℝ) (B : ℕ → ℝ → ℝ) (m : ℕ) (s : ℝ) :
    axisDeriv (t + 1) x B m s = deriv (fun ξ => axisDeriv t ξ B m s) x := by
  unfold axisDeriv
  rw [iteratedDeriv_succ]
```

The central claim is that, for a ladder,

$$\frac{d}{dx}D_t^xB_m(s)=x\,D_t^xB_{m+1}(s)+t\,D_{t-1}^xB_{m+1}(s).$$

For $t=0$ the chain rule gives $2x\cdot\tfrac12B_{m+1}(s+x^2)=x\,B_{m+1}(s+x^2)$, and the second term is absent. Now suppose the claim holds for all orders up to $t$ and for every $m$. Then $D_{t+1}^xB_m=x\,D_t^xB_{m+1}+t\,D_{t-1}^xB_{m+1}$, and the product rule gives

$$\frac{d}{dx}D_{t+1}^xB_m=D_t^xB_{m+1}+x\,D_{t+1}^xB_{m+1}+t\,D_t^xB_{m+1}
=x\,D_{t+1}^xB_{m+1}+(t+1)\,D_t^xB_{m+1}.$$

This is the claim at order $t+1$. The integer coefficient thus counts how often the explicit factor $x$ has been differentiated.

The Lean proof uses strong induction because the step refers to orders $t$ and $t-1$. There `hfun` inserts the recurrence one order lower, and `hd` supplies the derivatives needed by the product rule. Subtraction of natural numbers stops at zero, so `t - 1` is `0` when `t` is `0`; the factor `t` removes that term, and `hlow` treats this case.

```lean
/-- The `t`-th axis derivative of a ladder is differentiable in the coordinate, and its derivative
is `x` times the `t`-th plus `t` times the `(t-1)`-th axis derivative of the next member. -/
theorem hasDerivAt_axisDeriv (hB : IsLadder B) (t : ℕ) (x : ℝ) (m : ℕ) (s : ℝ) :
    HasDerivAt (fun ξ => axisDeriv t ξ B m s)
      (x * axisDeriv t x B (m + 1) s + t * axisDeriv (t - 1) x B (m + 1) s) x := by
  induction t using Nat.strong_induction_on generalizing x m with
  | _ t ih =>
    rcases t with _ | t
    · have hq : HasDerivAt (fun ξ : ℝ => s + ξ ^ 2) (2 * x) x := by
        simpa using (hasDerivAt_pow 2 x).const_add s
      have h := HasDerivAt.comp x (hB m (s + x ^ 2)) hq
      simp only [axisDeriv, iteratedDeriv_zero]
      refine h.congr_deriv ?_
      push_cast
      ring
    · -- insert the recurrence one order lower, then use the product rule
      have hfun : (fun ξ => axisDeriv (t + 1) ξ B m s) = fun ξ =>
          ξ * axisDeriv t ξ B (m + 1) s + t * axisDeriv (t - 1) ξ B (m + 1) s := by
        funext ξ
        rw [axisDeriv_succ]
        exact (ih t (by omega) ξ m).deriv
      have hd : ∀ k < t + 1, HasDerivAt (fun ξ => axisDeriv k ξ B (m + 1) s)
          (axisDeriv (k + 1) x B (m + 1) s) x := by
        intro k hk
        rw [axisDeriv_succ]
        exact (ih k hk x (m + 1)).differentiableAt.hasDerivAt
      have hlow : (t : ℝ) * axisDeriv (t - 1 + 1) x B (m + 1) s =
          t * axisDeriv t x B (m + 1) s := by
        rcases t with _ | t <;> simp
      rw [hfun]
      refine (((hasDerivAt_id' x).fun_mul (hd t (by omega))).fun_add
        ((hd (t - 1) (by omega)).const_mul (t : ℝ))).congr_deriv ?_
      rw [Nat.add_sub_cancel]
      push_cast
      linear_combination hlow
```

Reading off the value of the derivative gives the recurrence for any ladder:

$$D_{t+1}^xB_m(s)=x\,D_t^xB_{m+1}(s)+t\,D_{t-1}^xB_{m+1}(s).$$

```lean
/-- The one-axis recurrence for any ladder, at any squared distance `s` along the other axes. -/
theorem axisDeriv_recurrence (hB : IsLadder B) (t : ℕ) (x : ℝ) (m : ℕ) (s : ℝ) :
    axisDeriv (t + 1) x B m s =
      x * axisDeriv t x B (m + 1) s + t * axisDeriv (t - 1) x B (m + 1) s := by
  rw [axisDeriv_succ]
  exact (hasDerivAt_axisDeriv hB t x m s).deriv
```

## Carrying the recurrence through the other axes

In three dimensions the inner derivatives must leave a family to which the one-axis result still applies. Let $A_m$ and $B_m$ be ladders, let $a$ and $b$ be constants, and set $C_m=a\,A_{m+1}+b\,B_{m+1}$. Then

$$C_m'=\tfrac12\big(a\,A_{m+2}+b\,B_{m+2}\big)=\tfrac12C_{m+1},$$

so $C_m$ is a ladder too.

```lean
/-- A fixed linear combination of the next members of two ladders is again a ladder. -/
theorem isLadder_combination (hA : IsLadder A) (hB : IsLadder B) {a b : ℝ}
    (h : ∀ m s, C m s = a * A (m + 1) s + b * B (m + 1) s) : IsLadder C := by
  intro m s
  have e : C m = fun r => a * A (m + 1) r + b * B (m + 1) r := funext (h m)
  rw [e, h]
  exact (((hA (m + 1) s).const_mul a).fun_add ((hB (m + 1) s).const_mul b)).congr_deriv
    (by ring)
```

It follows that $D_t^xB_m$, as a function of the remaining squared distance $s$, is a ladder at each fixed $x$. For $t=0$ it is $B_m(s+x^2)$, a shifted ladder. For order $t+1$ the one-axis recurrence writes it as a combination of the preceding form, with $a=x$ and $b=t$.

```lean
/-- Differentiating a ladder along one axis leaves a ladder in the squared distance along the
other axes. -/
theorem isLadder_axisDeriv (hB : IsLadder B) (t : ℕ) (x : ℝ) : IsLadder (axisDeriv t x B) := by
  induction t using Nat.strong_induction_on with
  | _ t ih =>
    rcases t with _ | t
    · have e : axisDeriv 0 x B = fun m s => B m (s + x ^ 2) := by
        funext m s
        simp only [axisDeriv, iteratedDeriv_zero]
      rw [e]
      exact fun m s => HasDerivAt.comp_add_const s (x ^ 2) (hB m (s + x ^ 2))
    · exact isLadder_combination (ih t (by omega)) (ih (t - 1) (by omega))
        (fun m s => axisDeriv_recurrence hB t x m s)
```

A relation $C_m=a\,A_{m+1}+b\,B_{m+1}$ also survives differentiation along a further axis:

$$D_t^xC_m=a\,D_t^xA_{m+1}+b\,D_t^xB_{m+1}.$$

At $t=0$ this is the relation itself, evaluated at $s+x^2$. At order $t+1$, apply the recurrence to $C$ and then the induction hypothesis:

$$\begin{aligned}
D_{t+1}^xC_m&=x\,D_t^xC_{m+1}+t\,D_{t-1}^xC_{m+1}\\
&=a\big(x\,D_t^xA_{m+2}+t\,D_{t-1}^xA_{m+2}\big)+b\big(x\,D_t^xB_{m+2}+t\,D_{t-1}^xB_{m+2}\big)\\
&=a\,D_{t+1}^xA_{m+1}+b\,D_{t+1}^xB_{m+1}.
\end{aligned}$$

```lean
/-- A linear relation between ladders that raises `m` by one is preserved by differentiation
along a further axis. -/
theorem axisDeriv_combination (hA : IsLadder A) (hB : IsLadder B) {a b : ℝ}
    (h : ∀ m s, C m s = a * A (m + 1) s + b * B (m + 1) s) (t : ℕ) (x : ℝ) (m : ℕ) (s : ℝ) :
    axisDeriv t x C m s = a * axisDeriv t x A (m + 1) s + b * axisDeriv t x B (m + 1) s := by
  have hC : IsLadder C := isLadder_combination hA hB h
  induction t using Nat.strong_induction_on generalizing m with
  | _ t ih =>
    rcases t with _ | t
    · simp only [axisDeriv, iteratedDeriv_zero, h]
    · rw [axisDeriv_recurrence hC, axisDeriv_recurrence hA, axisDeriv_recurrence hB,
        ih t (by omega) (m + 1), ih (t - 1) (by omega) (m + 1)]
      ring
```

## The recurrence in one and three dimensions

In one dimension there are no other axes, so $s=0$. With $R(t,m)=\partial_X^t\,[(-2p)^mG_m(pX^2)]$, the one-axis result for $K_m$ becomes

$$R(t+1,m)=X\,R(t,m+1)+t\,R(t-1,m+1).$$

The hypothesis `ContDiff ℝ ∞ G` says that $G$ has derivatives of all orders on $\mathbb R$. The theorem holds for every real $p$ and $X$ and all natural $t$ and $m$; a physical exponent is positive.

```lean
/-- The recurrence in one dimension: `R(t+1,m) = X R(t,m+1) + t R(t-1,m+1)` for every smooth
kernel, where `R(t,m)` is the `t`-th derivative of `(-2p)^m G_m(p X²)`. -/
theorem recurrence_one_dim {G : ℝ → ℝ} (hG : ContDiff ℝ ∞ G) (p : ℝ) (t m : ℕ) (X : ℝ) :
    iteratedDeriv (t + 1) (fun x => (-2 * p) ^ m * kernelDeriv G m (p * x ^ 2)) X =
      X * iteratedDeriv t (fun x => (-2 * p) ^ (m + 1) * kernelDeriv G (m + 1) (p * x ^ 2)) X +
      t * iteratedDeriv (t - 1)
        (fun x => (-2 * p) ^ (m + 1) * kernelDeriv G (m + 1) (p * x ^ 2)) X := by
  have h := axisDeriv_recurrence (isLadder_radialKernel hG p) t X m 0
  simp only [axisDeriv, radialKernel, zero_add] at h
  exact h
```

In three dimensions the corresponding statements are

$$\begin{aligned}
R(t+1,u,v,m)&=X\,R(t,u,v,m+1)+t\,R(t-1,u,v,m+1),\\
R(t,u+1,v,m)&=Y\,R(t,u,v,m+1)+u\,R(t,u-1,v,m+1),\\
R(t,u,v+1,m)&=Z\,R(t,u,v,m+1)+v\,R(t,u,v-1,m+1).
\end{aligned}$$

In the proof, `hR` rewrites $R(t,u,v,m)$ as three nested axis derivatives of $K_m$ at $s=0$. The $x$ line is the one-axis recurrence for the outermost derivative. The $y$ line is that recurrence one level further in, carried through the $x$ derivatives; the $z$ line is carried through both the $y$ and the $x$ derivatives. Mixed partial derivatives are never interchanged.

```lean
/-- The Hermite integrals of every smooth kernel obey the recurrence along each of the three
axes. -/
theorem hermiteIntegral_recurrence {G : ℝ → ℝ} (hG : ContDiff ℝ ∞ G) (p : ℝ)
    (t u v m : ℕ) (X Y Z : ℝ) :
    hermiteIntegral G p (t + 1) u v m X Y Z =
        X * hermiteIntegral G p t u v (m + 1) X Y Z +
        t * hermiteIntegral G p (t - 1) u v (m + 1) X Y Z ∧
    hermiteIntegral G p t (u + 1) v m X Y Z =
        Y * hermiteIntegral G p t u v (m + 1) X Y Z +
        u * hermiteIntegral G p t (u - 1) v (m + 1) X Y Z ∧
    hermiteIntegral G p t u (v + 1) m X Y Z =
        Z * hermiteIntegral G p t u v (m + 1) X Y Z +
        v * hermiteIntegral G p t u (v - 1) (m + 1) X Y Z := by
  have hR : ∀ t u v m, hermiteIntegral G p t u v m X Y Z =
      axisDeriv t X (axisDeriv u Y (axisDeriv v Z (radialKernel G p))) m 0 := by
    intro t u v m
    simp only [hermiteIntegral, axisDeriv, zero_add]
  have hK := isLadder_radialKernel hG p
  have hz := fun v => isLadder_axisDeriv hK v Z
  have hyz := fun u v => isLadder_axisDeriv (hz v) u Y
  simp only [hR]
  refine ⟨axisDeriv_recurrence (hyz u v) t X m 0, ?_, ?_⟩
  · -- the y recurrence passes through the x derivatives
    exact axisDeriv_combination (hyz u v) (hyz (u - 1) v)
      (fun m s => axisDeriv_recurrence (hz v) u Y m s) t X m 0
  · -- the z recurrence passes through the y and then the x derivatives
    exact axisDeriv_combination (hyz u v) (hyz u (v - 1))
      (fun m s => axisDeriv_combination (hz v) (hz (v - 1))
        (fun m s => axisDeriv_recurrence hK v Z m s) u Y m s) t X m 0

end

end HermiteIntegralRecurrence
```

```lean
#print axioms HermiteIntegralRecurrence.recurrence_one_dim
#print axioms HermiteIntegralRecurrence.hermiteIntegral_recurrence
```

```
'HermiteIntegralRecurrence.recurrence_one_dim' depends on axioms: [propext, Classical.choice, Quot.sound]
'HermiteIntegralRecurrence.hermiteIntegral_recurrence' depends on axioms: [propext, Classical.choice, Quot.sound]
```

## The lowest orders and the use in an integral code

The first two steps in one dimension are

$$R(1,m)=X\,R(0,m+1),\qquad R(2,m)=X^2R(0,m+2)+R(0,m+1).$$

When the centres coincide, $X=0$, the first vanishes by symmetry and the second reduces to $(-2p)^{m+1}G_{m+1}(0)$.

To obtain $R(t,u,v,0)$ up to total order $L=t+u+v$ from this recurrence, an integral code first evaluates $R(0,0,0,m)=(-2p)^mG_m(T)$ for $m=0,\dots,L$. Each use of the recurrence then raises one of $t,u,v$ by one and consumes one order of $m$. For electronic-structure integrals whose basic function $G$ is smooth, a change of interaction therefore changes the starting values and leaves the recursion alone. The identities hold in exact real arithmetic; the accuracy of the starting values and the growth of rounding errors are separate questions.
